# For positive local densities of states, the local-response model of the fixed-charge susceptibility is negative semidefinite and only constant potentials give zero

## Two sites sharing a fixed charge

Take two sites with local densities of states $D_1,D_2>0$ at the Fermi level, and write $S=D_1+D_2$. A small potential energy $v_i$ is applied to the electrons on site $i$. Assume that each site responds only to its own potential. At an unchanged Fermi level, site $i$ would then lose $D_iv_i$ electrons. The total number of electrons is fixed, however, so the Fermi level moves until the gain on one site equals the loss on the other. The shift that achieves this is
$$
\bar v=\frac{D_1v_1+D_2v_2}{S},
$$
and the change in electron number on site 1 is
$$
-D_1(v_1-\bar v)=-\frac{D_1D_2}{S}(v_1-v_2).
$$
Site 2 changes by the opposite amount. The response is therefore described by the matrix
$$
X=\frac{D_1D_2}{S}\begin{pmatrix}-1&1\\1&-1\end{pmatrix},
\qquad
v^{\mathsf T}Xv=-\frac{D_1D_2}{S}(v_1-v_2)^2 .
$$
Each column sums to zero, and the quadratic form is negative unless the two potentials agree. A common potential only moves the Fermi level.

With a single site there is nowhere for charge to go, and $X=0$. Every potential on one site is constant, so this agrees with the general rule.

## Local response at fixed electron number

For finitely many sites, let $D_i>0$ and $S=\sum_iD_i$. The model postulates that a potential $v$ and a Fermi-level shift $\mu$ change the electron number on site $i$ by $-D_i(v_i-\mu)$. This is a static linear response in which each site sees only its own potential, apart from the common shift. It is a Thomas–Fermi type approximation, reasonable for potentials that vary slowly in a metal.

Eliminating $\mu$ by charge neutrality gives the susceptibility
$$
X_{ij}=-D_i\delta_{ij}+\frac{D_iD_j}{S}.
$$
Three statements hold for it:

- Every column of $X$ sums to zero, and $v^{\mathsf T}Xv\le0$ for all real $v$, with equality exactly when $v$ is constant.
- A density change $\rho$ has the form $Xv$ for some $v$ exactly when $\sum_i\rho_i=0$.
- If a real matrix $K$ satisfies $x^{\mathsf T}Kx\ge0$ for all real $x$, then the dielectric matrix $1-XK$ is invertible.

The kernel $K$ turns a density change into the potential it induces. Its sign condition says that the interaction energy of a density change is never negative, as for electrostatic repulsion. An exchange-correlation contribution may violate it. Symmetry of $K$ alone would not suffice: for two sites with $D_1=D_2=1$ and $K=-1$, every entry of $1-XK$ is $1/2$, and the matrix is singular.

## Sites, potentials and kernels as Lean objects

The sites form a finite type `ι`. Densities of states and potentials are functions `ι → ℝ`, and the kernel is a real matrix `K : Matrix ι ι ℝ`. The names `totalDOS`, `fermiShift`, `susceptibility` and `dielectric` stand for $S$, $\bar v$, $X$ and $1-XK$.

The first statement is `charge_conserving_and_nonpositive`. In it, `∑ i, susceptibility D i j` is the sum of column $j$, `v ⬝ᵥ susceptibility D *ᵥ v` is $v^{\mathsf T}Xv$, and `∃ c, ∀ i, v i = c` says that $v$ is constant. The other two are `response_iff_neutral` and `dielectric_isUnit`, where `IsUnit` means that the matrix has a two-sided inverse. The kernel is not required to be symmetric.

The signs follow the convention that $v$ is a potential energy for electrons and densities count electrons. On a grid, $D_i$ is the density of states integrated over cell $i$, so that plain sums give total charge.

The hypothesis `hD` requires every $D_i$ to be positive. Nonnegativity would not be enough for the equality case: where $D_i=0$, as in an idealised vacuum region, $v_i$ does not enter the quadratic form and can differ from the potential elsewhere. The theorems concern the model matrix itself. They give no error estimate against the true response of a material, no condition number and no convergence rate.

## A weighted variance fixes the sign

Assume at least one site; with none, all the sums are empty and the claims are immediate. Neutrality determines the Fermi-level shift, since
$$
\sum_iD_i(v_i-\mu)=\sum_iD_iv_i-\mu S,
$$
which is zero exactly when
$$
\mu=\bar v:=\frac1S\sum_iD_iv_i .
$$
Applying $X$ to $v$ gives the local response with this shift:
$$
(Xv)_i=-D_iv_i+\frac{D_i}{S}\sum_jD_jv_j=-D_i(v_i-\bar v).
$$
The column sums need only the definition of $S$:
$$
\sum_iX_{ij}=-D_j+\frac{D_j}{S}\sum_iD_i=0.
$$
For the quadratic form, write $v_i=(v_i-\bar v)+\bar v$. Then
$$
v^{\mathsf T}Xv=-\sum_iD_i(v_i-\bar v)^2-\bar v\sum_iD_i(v_i-\bar v).
$$
The last sum vanishes by neutrality, which leaves
$$
v^{\mathsf T}Xv=-\sum_iD_i(v_i-\bar v)^2\le0 .
$$
This is $-S$ times the variance of $v$ with weights $D_i/S$. If it is zero, every term is zero, and $D_i>0$ forces $v_i=\bar v$ on every site. Conversely, if $v_i=c$ for all $i$, then $\bar v=c$ and every term vanishes.

## Neutral densities and an invertible dielectric matrix

Every response is neutral, because $\sum_i(Xv)_i=-\sum_iD_i(v_i-\bar v)=0$. In the other direction, let $\sum_i\rho_i=0$ and choose $v_i=-\rho_i/D_i$. Its weighted mean is $\bar v=-\frac1S\sum_i\rho_i=0$, so $(Xv)_i=-D_iv_i=\rho_i$.

For the dielectric matrix, suppose $(1-XK)x=0$ and set $u=Kx$. Then $x=Xu$, and
$$
0\le x^{\mathsf T}Kx=x^{\mathsf T}u=u^{\mathsf T}Xu\le0 .
$$
The quadratic form of $X$ vanishes at $u$, so $u$ is constant. A constant potential produces no response, hence $x=Xu=0$. A square matrix that sends only zero to zero is invertible.

## Solving for a density update

In a self-consistent field calculation, an input density yields an output density, and the output minus the input is the residual $r$. If the linear response of the output to the input is modelled by $XK$, the update $x$ of the input density solves
$$
(1-XK)x=r .
$$
If all $D_i$ are positive and $K$ satisfies the sign condition $y^{\mathsf T}Ky\ge0$ for all real $y$, the invertibility theorem says that this preconditioning step has exactly one solution for every residual.

A code does not need to store $X$. To apply $1-XK$ to a trial update $x$, it computes the potential $u=Kx$, forms the weighted mean $\bar u=\sum_iD_iu_i/S$, and returns $x_i+D_i(u_i-\bar u)$ on each site. An iterative linear solver can work with this operation; it should allow nonsymmetric matrices, since $XK$ is generally not symmetric. Summing the equation over sites gives $\sum_ix_i=\sum_ir_i$, because the columns of $X$ sum to zero. A neutral residual therefore gives a neutral update.

In the uniform limit on a periodic grid, all $D_i$ are equal and $X$ subtracts the mean of the potential and multiplies by a negative constant. With the Coulomb kernel $4\pi/q^2$ in atomic units, the inverse dielectric factor at nonzero wave vector $q$ is $q^2/(q^2+k^2)$, where $k^2$ is $4\pi$ times the density of states per volume. This is the Kerker form, which damps long-wavelength charge sloshing.

## The susceptibility model and its theorems in Lean

```lean
import Mathlib

open Matrix

namespace LocalDOSPreconditioner

noncomputable section

variable {ι : Type*} [Fintype ι]

/-- The total density of states, the sum of the local ones. -/
def totalDOS (D : ι → ℝ) : ℝ := ∑ i, D i

/-- The Fermi-level shift caused by a potential `v`: the average of `v` weighted by the local
densities of states, for a nonzero total density of states. -/
def fermiShift (D v : ι → ℝ) : ℝ := (∑ i, D i * v i) / totalDOS D

/-- The model susceptibility `X i j = -D i δ_ij + D i D j / S`, for a nonzero total density of
states `S`. -/
def susceptibility [DecidableEq ι] (D : ι → ℝ) : Matrix ι ι ℝ :=
  Matrix.of fun i j => -(if i = j then D i else 0) + D i * D j / totalDOS D

/-- The dielectric matrix `1 - X K` for an interaction kernel `K`, for a nonzero total density
of states. -/
def dielectric [DecidableEq ι] (D : ι → ℝ) (K : Matrix ι ι ℝ) : Matrix ι ι ℝ :=
  1 - susceptibility D * K

/-- For positive local densities of states on at least one site, the local response to `v`
with Fermi-level shift `μ` carries no net charge exactly when `μ` is the weighted average
of `v`. -/
theorem neutral_iff_fermiShift [Nonempty ι] {D : ι → ℝ} (hD : ∀ i, 0 < D i)
    (v : ι → ℝ) (μ : ℝ) :
    ∑ i, D i * (v i - μ) = 0 ↔ μ = fermiShift D v := by
  have hS : 0 < totalDOS D := Finset.sum_pos (fun i _ => hD i) Finset.univ_nonempty
  have e : ∑ i, D i * (v i - μ) = ∑ i, D i * v i - μ * totalDOS D := by
    simp only [totalDOS, mul_sub, Finset.sum_sub_distrib, Finset.mul_sum]
    congr 1
    exact Finset.sum_congr rfl fun i _ => mul_comm _ _
  rw [e, fermiShift, eq_div_iff hS.ne', sub_eq_zero]
  exact eq_comm

/-- For positive local densities of states, the local response taken relative to the shifted
Fermi level has zero total charge. -/
theorem sum_local_response {D : ι → ℝ} (hD : ∀ i, 0 < D i) (v : ι → ℝ) :
    ∑ i, D i * (v i - fermiShift D v) = 0 := by
  rcases isEmpty_or_nonempty ι with h | h
  · simp
  · exact (neutral_iff_fermiShift hD v _).2 rfl

variable [DecidableEq ι]

/-- For a nonzero total density of states, the density change on site `i` caused by the potential
`v` is minus the local density of states times the potential on that site, measured from the shifted
Fermi level. -/
theorem susceptibility_mulVec (D v : ι → ℝ) (i : ι) :
    (susceptibility D *ᵥ v) i = -D i * (v i - fermiShift D v) := by
  have e : (susceptibility D *ᵥ v) i =
      ∑ j, (-(if i = j then D i else 0) + D i * D j / totalDOS D) * v j := rfl
  have h0 : ∑ j, -(if i = j then D i else 0) * v j = -(D i * v i) := by simp
  have h1 : ∑ j, D i * D j / totalDOS D * v j = D i * fermiShift D v := by
    unfold fermiShift
    rw [Finset.sum_div, Finset.mul_sum]
    exact Finset.sum_congr rfl fun j _ => by ring
  rw [e]
  simp only [add_mul, Finset.sum_add_distrib]
  rw [h0, h1]
  ring

/-- For positive local densities of states, the quadratic form of the susceptibility is minus
the weighted sum of squared deviations of the potential from the Fermi-level shift. -/
theorem quadratic_form {D : ι → ℝ} (hD : ∀ i, 0 < D i) (v : ι → ℝ) :
    v ⬝ᵥ susceptibility D *ᵥ v = -∑ i, D i * (v i - fermiShift D v) ^ 2 := by
  calc v ⬝ᵥ susceptibility D *ᵥ v
      = ∑ i, v i * (-D i * (v i - fermiShift D v)) := by
        simp only [dotProduct, susceptibility_mulVec]
    _ = ∑ i, (-(D i * (v i - fermiShift D v) ^ 2)
          - fermiShift D v * (D i * (v i - fermiShift D v))) :=
        Finset.sum_congr rfl fun i _ => by ring
    _ = -∑ i, D i * (v i - fermiShift D v) ^ 2 := by
        -- the cross term vanishes by charge neutrality
        rw [Finset.sum_sub_distrib, ← Finset.mul_sum, sum_local_response hD,
          Finset.sum_neg_distrib]
        ring

/-- For positive local densities of states, every column of the susceptibility sums to zero,
and its quadratic form is never positive and vanishes exactly for constant potentials. -/
theorem charge_conserving_and_nonpositive {D : ι → ℝ} (hD : ∀ i, 0 < D i) :
    (∀ j, ∑ i, susceptibility D i j = 0) ∧
    ∀ v : ι → ℝ, v ⬝ᵥ susceptibility D *ᵥ v ≤ 0 ∧
      (v ⬝ᵥ susceptibility D *ᵥ v = 0 ↔ ∃ c, ∀ i, v i = c) := by
  refine ⟨fun j => ?_, fun v => ?_⟩
  · have hS : totalDOS D ≠ 0 :=
      (Finset.sum_pos (fun i _ => hD i) ⟨j, Finset.mem_univ j⟩).ne'
    have h0 : ∑ i, -(if i = j then D i else 0) = -D j := by simp
    have h1 : ∑ i, D i * D j / totalDOS D = D j := by
      rw [← Finset.sum_div, ← Finset.sum_mul]
      change totalDOS D * D j / totalDOS D = D j
      field_simp
    change ∑ i, (-(if i = j then D i else 0) + D i * D j / totalDOS D) = 0
    rw [Finset.sum_add_distrib, h0, h1]
    ring
  · have hn : ∀ i ∈ Finset.univ, 0 ≤ D i * (v i - fermiShift D v) ^ 2 :=
      fun i _ => mul_nonneg (hD i).le (sq_nonneg _)
    rw [quadratic_form hD]
    refine ⟨neg_nonpos.2 (Finset.sum_nonneg hn), ?_⟩
    rw [neg_eq_zero, Finset.sum_eq_zero_iff_of_nonneg hn]
    constructor
    · intro h
      refine ⟨fermiShift D v, fun i => ?_⟩
      rcases mul_eq_zero.1 (h i (Finset.mem_univ i)) with h' | h'
      · exact absurd h' (hD i).ne'
      · exact sub_eq_zero.1 ((pow_eq_zero_iff two_ne_zero).1 h')
    · rintro ⟨c, hc⟩ i -
      -- a constant potential moves the Fermi level by the same constant
      have : Nonempty ι := ⟨i⟩
      have hs : c = fermiShift D v := (neutral_iff_fermiShift hD v c).1 (by simp [hc])
      rw [← hs, hc i]
      simp

/-- For positive local densities of states, a density change is the response to some potential
exactly when its total charge is zero. -/
theorem response_iff_neutral {D : ι → ℝ} (hD : ∀ i, 0 < D i) (ρ : ι → ℝ) :
    (∃ v, susceptibility D *ᵥ v = ρ) ↔ ∑ i, ρ i = 0 := by
  constructor
  · rintro ⟨v, rfl⟩
    simp only [susceptibility_mulVec, neg_mul, Finset.sum_neg_distrib,
      sum_local_response hD, neg_zero]
  · intro h
    have hc : ∀ i, D i * (-ρ i / D i) = -ρ i := fun i => by
      have := (hD i).ne'
      field_simp
    -- the potential `-ρ / D` leaves the Fermi level in place
    have hs : fermiShift D (fun i => -ρ i / D i) = 0 := by
      simp only [fermiShift, hc, Finset.sum_neg_distrib, h, neg_zero, zero_div]
    refine ⟨fun i => -ρ i / D i, funext fun i => ?_⟩
    rw [susceptibility_mulVec, hs]
    linear_combination -(hc i)

/-- For positive local densities of states and an interaction kernel with nonnegative
quadratic form, the dielectric matrix is invertible. -/
theorem dielectric_isUnit {D : ι → ℝ} (hD : ∀ i, 0 < D i) {K : Matrix ι ι ℝ}
    (hK : ∀ x : ι → ℝ, 0 ≤ x ⬝ᵥ K *ᵥ x) : IsUnit (dielectric D K) := by
  have key : ∀ x : ι → ℝ, dielectric D K *ᵥ x = 0 → x = 0 := by
    intro x hx
    have h1 : x = susceptibility D *ᵥ (K *ᵥ x) := by
      rw [dielectric, Matrix.sub_mulVec, Matrix.one_mulVec, ← Matrix.mulVec_mulVec] at hx
      exact sub_eq_zero.1 hx
    obtain ⟨hle, hiff⟩ := (charge_conserving_and_nonpositive hD).2 (K *ᵥ x)
    have h2 : (K *ᵥ x) ⬝ᵥ susceptibility D *ᵥ (K *ᵥ x) = x ⬝ᵥ K *ᵥ x := by
      rw [← h1]
      exact dotProduct_comm _ _
    -- the two signs force the induced potential to be constant
    obtain ⟨c, hc⟩ := hiff.1 (le_antisymm hle (by rw [h2]; exact hK x))
    funext i
    have : Nonempty ι := ⟨i⟩
    have hs : c = fermiShift D (K *ᵥ x) :=
      (neutral_iff_fermiShift hD _ c).1 (by simp [hc])
    have hi := congrFun h1 i
    rw [susceptibility_mulVec, ← hs, hc i, sub_self, mul_zero] at hi
    exact hi
  rw [← Matrix.mulVec_injective_iff_isUnit]
  intro a b hab
  refine sub_eq_zero.1 (key (a - b) ?_)
  rw [Matrix.mulVec_sub]
  exact sub_eq_zero.2 hab

end

end LocalDOSPreconditioner
```

```lean
#print axioms LocalDOSPreconditioner.sum_local_response
#print axioms LocalDOSPreconditioner.response_iff_neutral
#print axioms LocalDOSPreconditioner.dielectric_isUnit
```

```
'LocalDOSPreconditioner.sum_local_response' depends on axioms: [propext, Classical.choice, Quot.sound]
'LocalDOSPreconditioner.response_iff_neutral' depends on axioms: [propext, Classical.choice, Quot.sound]
'LocalDOSPreconditioner.dielectric_isUnit' depends on axioms: [propext, Classical.choice, Quot.sound]
```

## From neutrality to invertibility in the Lean proofs

`neutral_iff_fermiShift` establishes the formula for the Fermi-level shift. Its auxiliary equation `e` expands the net charge into $\sum_iD_iv_i-\mu S$, and `eq_div_iff` uses $S>0$ to turn the quotient into a product. `sum_local_response` applies this result to $\mu=\bar v$ and treats the empty set of sites separately.

`susceptibility_mulVec` computes $Xv$. The two auxiliary equations `h0` and `h1` evaluate the diagonal part and the part $D_iD_j/S$, and `ring` combines them into $-D_i(v_i-\bar v)$.

In `quadratic_form`, the `calc` block follows the variance calculation. Its first step inserts the formula for $Xv$, its second separates the square from the cross term on each site, and its third removes the cross term with `sum_local_response`.

The main theorem, `charge_conserving_and_nonpositive`, has two parts. For a column $j$, the site $j$ itself shows that $S$ is positive, and `field_simp` cancels $S$ in $SD_j/S$. For the quadratic form, `hn` records that each weighted square is nonnegative. This gives the sign, and `Finset.sum_eq_zero_iff_of_nonneg` reduces a vanishing sum to vanishing terms. Positivity of $D_i$ then yields $v_i=\bar v$. For the converse, `neutral_iff_fermiShift` identifies the constant $c$ with $\bar v$.

`response_iff_neutral` uses the potential $-\rho_i/D_i$ from the derivation. The equation `hs` shows that its Fermi-level shift is zero, and `linear_combination` finishes the comparison on each site.

In `dielectric_isUnit`, the statement `key` says that $(1-XK)x=0$ implies $x=0$. There `h1` is $x=X(Kx)$, and `h2` equates the two quadratic forms. The two opposite inequalities meet in `le_antisymm`, after which the equality case makes $Kx$ constant and the response formula gives $x=0$. Finally, `Matrix.mulVec_injective_iff_isUnit` translates invertibility into injectivity, which follows by applying `key` to the difference of two vectors with the same image.
